# Adding a third orbital to a two-orbital basis can widen the gap between the two lowest levels

The theorem `gap_raised` concerns one Hamiltonian, a 3 × 3 matrix in orthonormal orbitals with diagonal energies 0, 10 and 7 and a coupling of 12 between the first and third orbitals. In the basis of the first two orbitals alone its levels are 0 and 10; in the full basis they are −9, 10 and 16, so the gap between the two lowest levels grows from 10 to 19. To prove that these are the levels, the attempt gives for each basis a unitary matrix whose columns are eigenvectors: the identity for two orbitals, and for three a matrix with entries such as 4/5 and 3/5. It then checks the order of the levels, the matrix equations entry by entry, and the two gaps by arithmetic.

Lean 4 with Mathlib refuses this proof:

```lean
import Mathlib

open Matrix

namespace GapRaised

noncomputable section

variable {n m : ℕ}

/-- The Hamiltonian `H` compressed to the basis formed by the columns of `V`. -/
def compress (V : Matrix (Fin n) (Fin m) ℂ) (H : Matrix (Fin n) (Fin n) ℂ) :
    Matrix (Fin m) (Fin m) ℂ := Vᴴ * H * V

/-- The real numbers `e` are the levels of `A` in ascending order, repeated by multiplicity:
a unitary matrix `U` has as columns eigenvectors of `A` with these energies. -/
def IsLevels (A : Matrix (Fin n) (Fin n) ℂ) (e : Fin n → ℝ) : Prop :=
  Monotone e ∧ ∃ U : Matrix (Fin n) (Fin n) ℂ,
    Uᴴ * U = 1 ∧ A * U = U * diagonal (fun i => (e i : ℂ))

/-- The distance from level `i` up to level `i + 1`, counted from zero. -/
def gap (e : Fin n → ℝ) (i : ℕ) (h : i + 1 < n) : ℝ :=
  e ⟨i + 1, h⟩ - e ⟨i, by omega⟩

/-- The basis of the first two of three orthonormal orbitals. -/
def twoOrbitals : Matrix (Fin 3) (Fin 2) ℂ := !![1, 0; 0, 1; 0, 0]

/-- A Hamiltonian whose third orbital couples to the first. -/
def lowerCoupled : Matrix (Fin 3) (Fin 3) ℂ := !![0, 0, 12; 0, 10, 0; 12, 0, 7]

/-- Adding the third orbital to the basis raises the lowest gap of `lowerCoupled` from 10
to 19. -/
theorem gap_raised :
    IsLevels (compress twoOrbitals lowerCoupled) ![0, 10] ∧
    IsLevels lowerCoupled ![-9, 10, 16] ∧
    gap ![0, 10] 0 (by norm_num) = 10 ∧ gap ![-9, 10, 16] 0 (by norm_num) = 19 := by
  refine ⟨⟨Fin.monotone_iff_le_succ.mpr fun i => ?_, 1, by simp, ?_⟩,
    ⟨Fin.monotone_iff_le_succ.mpr fun i => ?_,
      !![4/5, 0, 3/5; 0, 1, 0; -3/5, 0, 4/5], ?_, ?_⟩, ?_, ?_⟩
  · fin_cases i
    exact show (0 : ℝ) ≤ 10 by norm_num
  · rw [Matrix.mul_one, Matrix.one_mul]
    ext i j
    fin_cases i <;> fin_cases j <;>
      simp [compress, twoOrbitals, lowerCoupled, Matrix.mul_apply, Fin.sum_univ_three]
  · fin_cases i
    exacts [show (-9 : ℝ) ≤ 10 by norm_num, show (10 : ℝ) ≤ 16 by norm_num]
  · ext i j
    fin_cases i <;> fin_cases j <;>
      simp [Matrix.mul_apply, Fin.sum_univ_three] <;> norm_num
  · ext i j
    rw [Matrix.mul_diagonal]
    fin_cases i <;> fin_cases j <;>
      simp [lowerCoupled, Matrix.mul_apply, Fin.sum_univ_three] <;> norm_num
  · change (10 : ℝ) - 0 = 10
    norm_num
  · change (10 : ℝ) - (-9) = 19
    norm_num

end

end GapRaised
```

Messages:

```
Main.lean:48:2: error: unsolved goals
case refine_4.«0».«0»
⊢ (starRingEnd ℂ) 4 / (starRingEnd ℂ) 5 * (4 / 5) + -(-(starRingEnd ℂ) 3 / (starRingEnd ℂ) 5 * (3 / 5)) = 1

case refine_4.«0».«2»
⊢ (starRingEnd ℂ) 4 / (starRingEnd ℂ) 5 * (3 / 5) + -(starRingEnd ℂ) 3 / (starRingEnd ℂ) 5 * (4 / 5) = 0

case refine_4.«2».«0»
⊢ (starRingEnd ℂ) 3 / (starRingEnd ℂ) 5 * (4 / 5) + -((starRingEnd ℂ) 4 / (starRingEnd ℂ) 5 * (3 / 5)) = 0

case refine_4.«2».«2»
⊢ (starRingEnd ℂ) 3 / (starRingEnd ℂ) 5 * (3 / 5) + (starRingEnd ℂ) 4 / (starRingEnd ℂ) 5 * (4 / 5) = 1
```

What went wrong. The error lies in the check that the 3 × 3 eigenvector matrix is unitary, `Uᴴ * U = 1`. The conjugate transpose puts a complex conjugation, written `starRingEnd ℂ`, on the entries of the first factor. The calls to `simp` and `norm_num` carried it through the fractions and minus signs down to the numerals 3, 4 and 5, but did not replace the conjugate of each numeral by the numeral itself. Four of the nine entries were therefore left unproved, though all four equations are true.

The repair proves the three missing facts, `h3`, `h4` and `h5`, with `Complex.conj_eq_iff_im`, by which a complex number equals its conjugate exactly when its imaginary part is zero. Given these facts, `simp` can remove the conjugations. What remains is arithmetic with fractions, such as 16/25 + 9/25 = 1, and any of it that `simp` leaves open is closed by `norm_num`.

The change, after which it compiles:

```diff
@@ -46,7 +46,10 @@
   · fin_cases i
     exacts [show (-9 : ℝ) ≤ 10 by norm_num, show (10 : ℝ) ≤ 16 by norm_num]
-  · ext i j
+  · have h3 : (starRingEnd ℂ) 3 = 3 := Complex.conj_eq_iff_im.mpr (by simp)
+    have h4 : (starRingEnd ℂ) 4 = 4 := Complex.conj_eq_iff_im.mpr (by simp)
+    have h5 : (starRingEnd ℂ) 5 = 5 := Complex.conj_eq_iff_im.mpr (by simp)
+    ext i j
     fin_cases i <;> fin_cases j <;>
-      simp [Matrix.mul_apply, Fin.sum_univ_three] <;> norm_num
+      simp [Matrix.mul_apply, Fin.sum_univ_three, h3, h4, h5] <;> norm_num
   · ext i j
     rw [Matrix.mul_diagonal]
```
